# With equally likely occupation functions, convergent filling and ever more levels, the boson number in one level has a geometric limit

How likely it is that one specified level, among many of equal energy, holds exactly k bosons depends on what is counted as equally likely, and here that is each occupation function: a list of how many bosons sit in each labelled level, with fixed total N. A level here means a single one-particle state. If the number of levels grows without bound and the number of bosons per level tends to ν, the probability tends to

P(k) → ν^k / (1+ν)^(k+1).

For non-interacting bosons in a large degenerate shell, this gives the number statistics of a single level without a grand-canonical ensemble. Degeneracy makes fixing N also fix the energy, hence "microcanonical". That a real system populates these states uniformly is a physical assumption which the hypotheses don't supply.

## Counting occupation functions

```lean
import Mathlib

open Filter Topology

namespace MicrocanonicalBose

/-- The occupation functions of `N` bosons in `d` levels: all ways to assign a number of
bosons to each level with total `N`. -/
def occupations (d N : ℕ) : Finset (Fin d → ℕ) := Finset.piAntidiag Finset.univ N
```

`Fin d` is the set of d levels, numbered from 0, and `Fin d → ℕ` is the type of functions n giving each level a boson number. `occupations d N` is the finite set of those with total N.

```lean
/-- The probability that level `i` holds exactly `k` bosons when all occupation functions of
`N` bosons in `d` levels are equally likely. -/
noncomputable def levelProb {d : ℕ} (N : ℕ) (i : Fin d) (k : ℕ) : ℝ :=
  (((occupations d N).filter (fun n => n i = k)).card : ℝ) / ((occupations d N).card : ℝ)
```

`levelProb N i k` is the number of occupation functions with n_i = k, divided by the number of all occupation functions. Having a level `i : Fin d` means that there is at least one level.

```lean
/-- An occupation function belongs to the ensemble exactly when its occupations add up to `N`. -/
theorem mem_occupations {d N : ℕ} {n : Fin d → ℕ} :
    n ∈ occupations d N ↔ ∑ j, n j = N := by
  simp [occupations]
```

This confirms the intended meaning: n belongs to the set exactly when Σ_j n_j = N.

```lean
/-- With `k ≤ N` bosons fixed in one level, the number of occupation functions is that of
`N - k` bosons in the remaining levels. -/
theorem card_level {d N k : ℕ} (i : Fin (d + 1)) (h : k ≤ N) :
    ((occupations (d + 1) N).filter (fun n => n i = k)).card
      = (occupations d (N - k)).card := by
  refine Finset.card_bij (fun n _ j => n (i.succAbove j)) ?_ ?_ ?_
  · intro n hn
    rw [Finset.mem_filter, mem_occupations, Fin.sum_univ_succAbove n i] at hn
    refine mem_occupations.2 ?_

    omega
  · intro n hn m hm hnm
    funext j
    by_cases hj : j = i
    · rw [hj, (Finset.mem_filter.1 hn).2, (Finset.mem_filter.1 hm).2]
    · obtain ⟨z, rfl⟩ := Fin.exists_succAbove_eq hj
      exact congrFun hnm z
  · intro g hg
    refine ⟨Fin.insertNth (α := fun _ => ℕ) i k g, ?_, ?_⟩
    · rw [mem_occupations] at hg
      rw [Finset.mem_filter, mem_occupations, Fin.sum_univ_succAbove _ i]
      simp only [Fin.insertNth_apply_same, Fin.insertNth_apply_succAbove, and_true]
      omega
    · funext j
      simp
```

From here on there are d+1 levels, so d is one less than the number of levels. Put k ≤ N bosons in level i. The other d levels then share N−k bosons in any way.

The proof makes this a one-to-one correspondence. Deleting level i gives a function on the others, which `i.succAbove j` enumerates. Two functions that agree there and both have k in level i are equal, and `Fin.insertNth` puts the deleted level back.

```lean
/-- There are `(N + d).choose d` occupation functions of `N` bosons in `d + 1` levels. -/
theorem card_occupations (d N : ℕ) :
    (occupations (d + 1) N).card = (N + d).choose d := by
  induction d generalizing N with
  | zero =>
    rw [Nat.choose_zero_right, Finset.card_eq_one]
    refine ⟨fun _ => N, ?_⟩
    ext n
    rw [mem_occupations, Finset.mem_singleton, Fin.sum_univ_succ, Fin.sum_univ_zero, add_zero]
    constructor
    · intro h
      funext j
      have hj : j = 0 := Subsingleton.elim (α := Fin 1) j 0
      rw [hj]
      exact h
    · intro h
      rw [h]
  | succ d ih =>
    -- sort the occupation functions by the occupation of level 0
    have hmaps : Set.MapsTo (fun n : Fin (d + 1 + 1) → ℕ => n 0)
        (occupations (d + 1 + 1) N) (Finset.range (N + 1)) := by
      intro n hn
      have h := mem_occupations.1 (Finset.mem_coe.1 hn)
      rw [Fin.sum_univ_succ] at h
      have h' : n 0 < N + 1 := by omega
      exact Finset.mem_coe.2 (Finset.mem_range.2 h')
    have hockey : ∀ M : ℕ, ∑ k ∈ Finset.range (M + 1), (M - k + d).choose d
        = (M + (d + 1)).choose (d + 1) := by
      intro M
      induction M with
      | zero => simp
      | succ M hM =>
        rw [Finset.sum_range_succ']
        simp only [Nat.add_sub_add_right, Nat.sub_zero]
        rw [hM, show M + 1 + (d + 1) = (M + 1 + d) + 1 by omega, Nat.choose_succ_succ,
          show M + (d + 1) = M + 1 + d by omega, add_comm]
    rw [Finset.card_eq_sum_card_fiberwise hmaps, ← hockey N]
    refine Finset.sum_congr rfl fun k hk => ?_
    have hk' : k ≤ N := by
      have := Finset.mem_range.1 hk
      omega
    rw [← ih (N - k)]
    exact card_level 0 hk'
```

The total count is C(N+d, d), where C denotes the binomial coefficient. By hand, use induction on d. A single level has one occupation function. For d+2 levels, sort by the number k in level 0 and use the previous count:

Σ_(k=0..N) C(N−k+d, d) = C(N+d+1, d+1).

This identity is `hockey`, itself proved by induction on N. Raising N to N+1 adds the term C(N+1+d, d), and Pascal's rule gives

C(N+1+d, d) + C(N+1+d, d+1) = C(N+d+2, d+1).

## The exact law at finite size

```lean
/-- Exact finite-size law for `N` bosons in `d + 1` levels: the probability of `k` bosons in a
level, times `(N+d)(N+d-1)⋯(N+d-k)`, equals `d` times `N(N-1)⋯(N-k+1)`. -/
theorem levelProb_mul {d : ℕ} (N k : ℕ) (i : Fin (d + 1)) :
    levelProb N i k * ((N + d).descFactorial (k + 1) : ℝ)
      = (d : ℝ) * (N.descFactorial k : ℝ) := by
  have count : ((occupations (d + 1) N).filter (fun n => n i = k)).card
      * (N + d).descFactorial (k + 1)
      = d * N.descFactorial k * (occupations (d + 1) N).card := by
    rcases lt_or_ge N k with h | h
    · have hempty : (occupations (d + 1) N).filter (fun n => n i = k) = ∅ := by
        refine Finset.filter_eq_empty_iff.2 ?_
        intro n hn hk
        rw [mem_occupations, Fin.sum_univ_succAbove n i] at hn
        omega
      rw [hempty, Nat.descFactorial_eq_zero_iff_lt.2 h]
      simp
    · rw [card_level i h]
      obtain ⟨M, rfl⟩ : ∃ M, N = M + k := ⟨N - k, by omega⟩
      rw [Nat.add_sub_cancel]
      cases d with
      | zero =>
        rcases Nat.eq_zero_or_pos M with hM | hM
        · rw [Nat.descFactorial_eq_zero_iff_lt.2 (by omega : M + k + 0 < k + 1)]
          simp
        · have hempty : occupations 0 M = ∅ := by
            refine Finset.eq_empty_of_forall_notMem fun n hn => ?_
            rw [mem_occupations, Fin.sum_univ_zero] at hn
            omega
          rw [hempty]
          simp
      | succ e =>
        rw [card_occupations, card_occupations]
        -- express every count through factorials
        have h1 := Nat.choose_mul_factorial_mul_factorial (Nat.le_add_left e M)
        have h2 := Nat.choose_mul_factorial_mul_factorial (Nat.le_add_left (e + 1) (M + k))
        have h3 := Nat.factorial_mul_descFactorial (Nat.le_add_left k M)
        have h4 := Nat.factorial_mul_descFactorial
          (by omega : k + 1 ≤ M + k + (e + 1))
        rw [Nat.add_sub_cancel] at h1 h2 h3
        rw [show M + k + (e + 1) - (k + 1) = M + e by omega] at h4
        apply Nat.eq_of_mul_eq_mul_right
          (Nat.mul_pos (Nat.factorial_pos e) (Nat.factorial_pos M))
        calc _ = ((M + e).choose e * e.factorial * M.factorial)
              * (M + k + (e + 1)).descFactorial (k + 1) := by ring
          _ = (M + k + (e + 1)).factorial := by rw [h1, h4]
          _ = _ := h2.symm
          _ = _ := by rw [← h3, Nat.factorial_succ e]; ring
  have hpos : ((occupations (d + 1) N).card : ℝ) ≠ 0 := by
    rw [card_occupations]
    exact_mod_cast (Nat.choose_pos (Nat.le_add_left d N)).ne'
  rw [levelProb, div_mul_eq_mul_div, div_eq_iff hpos]
  exact_mod_cast count
```

Write (m)_k = m(m−1)…(m−k+1) for the falling factorial of a whole number m, with (m)_0 = 1; Lean calls it `descFactorial`. The theorem says

P(k) · (N+d)_(k+1) = d · (N)_k.

For d ≥ 1 and k ≤ N, the two counts give

P(k) = C(N−k+d−1, d−1) / C(N+d, d)
= [(N−k+d−1)! / ((d−1)! (N−k)!)] · [d! N! / (N+d)!]
= d · (N)_k / (N+d)_(k+1).

Lean writes M = N−k and e = d−1, and proves the same identity between whole numbers. The facts `h1` to `h4` turn binomials and falling factorials into factorials, and the common factor e! M! is cancelled. If k > N, both sides vanish. With a single level, d = 0, both sides vanish too. The law determines P(k) exactly when (N+d)_(k+1) is non-zero, that is, for k < N+d; for larger k it reads 0 = 0.

In a calculation with 10 bosons in 10 levels, set N = 10 and d = 9:

P(0) = 9/19 ≈ 0.474
P(1) = 9·10/(19·18) ≈ 0.263
P(2) = 9·10·9/(19·18·17) ≈ 0.139

The limiting values at ν = 1 are 0.5, 0.25 and 0.125. For k < N and d ≥ 1, each entry follows from the one before by the factor (N−k)/(N+d−k−1), so a whole table needs no large factorials.

## Many levels at fixed filling

```lean
/-- If `x d / (d + 1)` tends to `a`, then the falling factorial of `x d` with `k` factors,
divided by `(d + 1) ^ k`, tends to `a ^ k`. -/
theorem tendsto_descFactorial {x : ℕ → ℕ} {a : ℝ}
    (hx : Tendsto (fun d : ℕ => (x d : ℝ) / ((d : ℝ) + 1)) atTop (𝓝 a)) (k : ℕ) :
    Tendsto (fun d : ℕ => ((x d).descFactorial k : ℝ) / ((d : ℝ) + 1) ^ k)
      atTop (𝓝 (a ^ k)) := by
  induction k with
  | zero => simp
  | succ k ih =>
    -- removing a fixed number of particles does not change the limiting density
    have hlow : Tendsto (fun d : ℕ => (x d : ℝ) / ((d : ℝ) + 1)
        - (k : ℝ) * (1 / ((d : ℝ) + 1))) atTop (𝓝 a) := by
      have h := hx.sub
        ((tendsto_one_div_add_atTop_nhds_zero_nat (𝕜 := ℝ)).const_mul (k : ℝ))
      rwa [mul_zero, sub_zero] at h
    have hsub : Tendsto (fun d : ℕ => ((x d - k : ℕ) : ℝ) / ((d : ℝ) + 1))
        atTop (𝓝 a) := by
      refine tendsto_of_tendsto_of_tendsto_of_le_of_le hlow hx ?_ ?_
      · intro d
        have h : (x d : ℝ) ≤ ((x d - k : ℕ) : ℝ) + k := by
          exact_mod_cast (by omega : x d ≤ x d - k + k)
        change (x d : ℝ) / ((d : ℝ) + 1) - (k : ℝ) * (1 / ((d : ℝ) + 1))
          ≤ ((x d - k : ℕ) : ℝ) / ((d : ℝ) + 1)
        rw [mul_one_div, ← sub_div]
        exact div_le_div_of_nonneg_right (by linarith) (by positivity)
      · intro d
        have h : ((x d - k : ℕ) : ℝ) ≤ (x d : ℝ) := by
          exact_mod_cast Nat.sub_le (x d) k
        exact div_le_div_of_nonneg_right h (by positivity)
    have h := hsub.mul ih
    rw [← pow_succ'] at h
    refine h.congr fun d => ?_
    rw [Nat.descFactorial_succ, Nat.cast_mul, div_mul_div_comm, ← pow_succ']
```

`Tendsto … atTop (𝓝 a)` says that a sequence indexed by d has limit a as d → ∞. If x_d/(d+1) → a, then (x_d)_k/(d+1)^k → a^k.

The argument is induction on k, using (x)_(k+1) = (x−k)·(x)_k. The new factor also has limit a after division by d+1, because

x_d/(d+1) − k/(d+1) ≤ (x_d−k)/(d+1) ≤ x_d/(d+1)

and both bounds tend to a. Subtraction of natural numbers in Lean stops at zero, and the bounds hold in that case as well.

```lean
/-- Microcanonical Bose occupation limit: if `N d` bosons in `d + 1` levels have a mean filling
tending to `ν`, the probability that a specified level holds exactly `k` bosons tends to
`ν ^ k / (1 + ν) ^ (k + 1)`. -/
theorem tendsto_levelProb {N : ℕ → ℕ} {ν : ℝ}
    (hN : Tendsto (fun d : ℕ => (N d : ℝ) / ((d : ℝ) + 1)) atTop (𝓝 ν))
    (i : ∀ d : ℕ, Fin (d + 1)) (k : ℕ) :
    Tendsto (fun d : ℕ => levelProb (N d) (i d) k) atTop
      (𝓝 (ν ^ k / (1 + ν) ^ (k + 1))) := by
  have hν : 0 ≤ ν := ge_of_tendsto' hN fun d => by positivity
  have h1 : Tendsto (fun d : ℕ => (d : ℝ) / ((d : ℝ) + 1)) atTop (𝓝 1) := by
    have h := (tendsto_const_nhds (x := (1 : ℝ))).sub
      (tendsto_one_div_add_atTop_nhds_zero_nat (𝕜 := ℝ))
    rw [sub_zero] at h
    refine h.congr fun d => ?_
    have hd : (d : ℝ) + 1 ≠ 0 := by positivity
    rw [eq_div_iff hd, sub_mul, div_mul_cancel₀ _ hd]
    ring
  have hsum : Tendsto (fun d : ℕ => ((N d + d : ℕ) : ℝ) / ((d : ℝ) + 1))
      atTop (𝓝 (1 + ν)) := by
    refine (h1.add hN).congr fun d => ?_
    push_cast
    ring
  have hA := h1.mul (tendsto_descFactorial hN k)
  have hB := tendsto_descFactorial hsum (k + 1)
  have hne : (1 + ν) ^ (k + 1) ≠ 0 := by positivity
  rw [one_mul] at hA
  -- divide the exact finite-size law by (d + 1) ^ (k + 1)
  refine (hA.div hB hne).congr' ?_
  filter_upwards [hB.eventually_ne hne] with d hd
  change (d : ℝ) / ((d : ℝ) + 1) * (((N d).descFactorial k : ℝ) / ((d : ℝ) + 1) ^ k)
    / (((N d + d).descFactorial (k + 1) : ℝ) / ((d : ℝ) + 1) ^ (k + 1))
    = levelProb (N d) (i d) k
  rw [div_eq_iff hd, div_mul_div_comm, ← mul_div_assoc, levelProb_mul, pow_succ']
```

This is the main result. The hypothesis `hN` says that the filling N_d/(d+1) tends to ν. The level `i d` may change with d, while k stays fixed. That ν ≥ 0 is deduced, since fillings are non-negative.

Divide the exact law by (d+1)^(k+1). The two sides contain

[d/(d+1)] · (N_d)_k/(d+1)^k → 1 · ν^k,
(N_d+d)_(k+1)/(d+1)^(k+1) → (1+ν)^(k+1).

The second limit uses (N_d+d)/(d+1) → 1+ν. It is non-zero, so the denominator is non-zero for all large d and the quotient of the limits is the limit of P(k). At ν = 0, with 0^0 = 1, an empty level has limiting probability one.

## The geometric law and the Bose-Einstein filling

```lean
/-- The limiting law is geometric, with ratio `ν / (1 + ν)` and prefactor `1 / (1 + ν)`. -/
theorem geometric_form (ν : ℝ) (k : ℕ) :
    ν ^ k / (1 + ν) ^ (k + 1) = (ν / (1 + ν)) ^ k * (1 / (1 + ν)) := by
  rw [div_pow, pow_succ, div_mul_div_comm, mul_one]
```

With q = ν/(1+ν), the limit is q^k/(1+ν): each further boson multiplies the probability by q.

```lean
/-- For `ν ≥ 0` the limiting occupation probabilities sum to one and their mean is `ν`. -/
theorem limit_law_normalized_mean {ν : ℝ} (hν : 0 ≤ ν) :
    HasSum (fun k : ℕ => ν ^ k / (1 + ν) ^ (k + 1)) 1 ∧
      HasSum (fun k : ℕ => (k : ℝ) * (ν ^ k / (1 + ν) ^ (k + 1))) ν := by
  have hp : 0 < 1 + ν := by linarith
  have h0 : 0 ≤ ν / (1 + ν) := by positivity
  have h1 : ν / (1 + ν) < 1 := by
    rw [div_lt_one hp]
    linarith
  have hr : 1 - ν / (1 + ν) = 1 / (1 + ν) := by
    rw [eq_div_iff hp.ne', sub_mul, div_mul_cancel₀ _ hp.ne']
    ring
  constructor
  · have h := (hasSum_geometric_of_lt_one h0 h1).mul_right (1 / (1 + ν))
    rw [hr, inv_mul_cancel₀ (by positivity)] at h
    simpa only [geometric_form] using h
  · have hn : ‖ν / (1 + ν)‖ < 1 := by rwa [Real.norm_of_nonneg h0]
    have h := (hasSum_coe_mul_geometric_of_norm_lt_one hn).mul_right (1 / (1 + ν))
    have hv : ν / (1 + ν) / (1 - ν / (1 + ν)) ^ 2 * (1 / (1 + ν)) = ν := by
      rw [hr]
      field_simp
    rw [hv] at h
    simpa only [geometric_form, ← mul_assoc] using h
```

`HasSum f s` says that the series with terms f(k) converges to s. Since 0 ≤ q < 1 and 1−q = 1/(1+ν),

Σ_k (1−q) q^k = 1,
Σ_k k (1−q) q^k = q/(1−q) = ν.

The limiting law therefore loses neither probability nor mean particle number.

```lean
/-- If, as `d → ∞`, the mean filling of `N d` bosons in `d + 1` levels tends to the Bose-Einstein
value `1 / (exp x - 1)` with `x > 0`, the probability of `k` bosons in a specified level tends to
`(1 - exp (-x)) * exp (-x) ^ k`. -/
theorem tendsto_levelProb_boseEinstein {N : ℕ → ℕ} {x : ℝ} (hx : 0 < x)
    (hN : Tendsto (fun d : ℕ => (N d : ℝ) / ((d : ℝ) + 1)) atTop
      (𝓝 (1 / (Real.exp x - 1))))
    (i : ∀ d : ℕ, Fin (d + 1)) (k : ℕ) :
    Tendsto (fun d : ℕ => levelProb (N d) (i d) k) atTop
      (𝓝 ((1 - Real.exp (-x)) * Real.exp (-x) ^ k)) := by
  have alg : ∀ E : ℝ, 1 < E → 1 / (E - 1) / (1 + 1 / (E - 1)) = E⁻¹ ∧
      1 / (1 + 1 / (E - 1)) = 1 - E⁻¹ := by
    intro E hE
    have hq : E - 1 ≠ 0 := by linarith
    have hE0 : E ≠ 0 := by linarith
    have h : 1 + 1 / (E - 1) = E / (E - 1) := by
      rw [eq_div_iff hq, add_mul, div_mul_cancel₀ _ hq]
      ring
    rw [h]
    constructor <;> field_simp
  obtain ⟨ha, hb⟩ := alg (Real.exp x) (Real.one_lt_exp_iff.2 hx)
  have h := tendsto_levelProb hN i k
  rw [geometric_form, ha, hb, ← Real.exp_neg, mul_comm] at h
  exact h

end MicrocanonicalBose
```

Now let the filling tend to ν = 1/(e^x−1) with x > 0. Then 1+ν = e^x/(e^x−1), so q = e^(−x) and 1/(1+ν) = 1−e^(−x), which gives

P(k) → (1−e^(−x)) e^(−xk).

In the usual thermal reading x = (ε−μ)/(k_B T), with level energy ε, chemical potential μ, Boltzmann constant k_B and temperature T; x > 0 places μ below the level. In the theorem, x only parametrises the filling, and no temperature is derived.

```lean
#print axioms MicrocanonicalBose.card_level
#print axioms MicrocanonicalBose.limit_law_normalized_mean
#print axioms MicrocanonicalBose.tendsto_levelProb_boseEinstein
```

```
'MicrocanonicalBose.card_level' depends on axioms: [propext, Classical.choice, Quot.sound]
'MicrocanonicalBose.limit_law_normalized_mean' depends on axioms: [propext, Classical.choice, Quot.sound]
'MicrocanonicalBose.tendsto_levelProb_boseEinstein' depends on axioms: [propext, Classical.choice, Quot.sound]
```
